# A unitary, particle-hole symmetric reflection matrix with determinant −1 has a perfect Andreev channel

At the Fermi level, particle-hole symmetry can be stated as an equation that a general \(2N\times 2N\) reflection matrix must satisfy, or it can be built into the shape of the matrix. Here it is built in. Two complex \(N\times N\) matrices \(a\) and \(b\) are free, and the reflection matrix is

\[
r=\begin{pmatrix} a & b\\ \bar b & \bar a\end{pmatrix},
\]

where a bar denotes the complex conjugate of every entry. The other two conditions, unitarity and \(\det r=-1\), remain explicit hypotheses. Together the three force some incoming electron state, in general a superposition of the \(N\) modes, to return entirely as a hole, whatever the number \(N\).

```lean
import Mathlib

open Matrix

namespace AndreevReflection

noncomputable section

variable {n : Type*} [Fintype n] [DecidableEq n]
```

## Particle-hole symmetry at the Fermi level

The matrix \(r\) acts on incoming amplitudes, electrons first and holes second. The block \(a\) reflects electrons as electrons, and \(\bar b\) reflects electrons as holes. Particle-hole symmetry relates scattering at excitation energy \(E\) to scattering at \(-E\), so it constrains a single matrix only at \(E=0\), the Fermi level. The form above also fixes a basis: each hole mode is the particle-hole conjugate of the electron mode with the same index.

In Lean, the finite type `n` labels the modes, with spin included, and `n ⊕ n` labels electrons and holes together. The map `starRingEnd ℂ` is complex conjugation.

```lean
/-- The reflection matrix, at the Fermi level, of a superconducting junction with particle-hole
symmetry, in a basis of particle-hole conjugate modes: `a` reflects electrons as electrons, and the
complex conjugate of `b` reflects electrons as holes. -/
def reflection (a b : Matrix n n ℂ) : Matrix (n ⊕ n) (n ⊕ n) ℂ :=
  fromBlocks a b (b.map (starRingEnd ℂ)) (a.map (starRingEnd ℂ))
```

The Andreev conductance in units of \(2e^2/h\) is

\[
g=\operatorname{tr}(b^T\bar b)=\sum_{i,j}|b_{ij}|^2 .
\]

When \(r\) is unitary, this is the zero-temperature, zero-bias conductance of a non-interacting junction. The trace is already real; `.re` only turns it into a real number for Lean.

```lean
/-- The Andreev conductance in units of `2e²/h`: the trace of `bᵀ b̄`, that is, the
electron-to-hole reflection probability summed over the modes. -/
def andreevConductance (b : Matrix n n ℂ) : ℝ :=
  (trace (bᵀ * b.map (starRingEnd ℂ))).re
```

For explicit examples, `modes s` is the diagonal projector \(P_s\) on a set \(s\) of modes.

```lean
/-- The projector on the modes that belong to the set `s`. -/
def modes (s : Finset n) : Matrix n n ℂ :=
  diagonal fun i => if i ∈ s then 1 else 0
```

By hand, the symmetry is used through the exchange of electrons and holes. With \(\Sigma=\begin{pmatrix}0&1\\1&0\end{pmatrix}\) one has \(\bar r=\Sigma r\Sigma\) and \(\Sigma^2=1\), hence

\[
\overline{\det r}=\det\bar r=\det(\Sigma)^2\det r=\det r ,
\]

so the determinant is real. The symmetry also ties the lower blocks to the upper ones, which the block identities below rely on.

Without it the conclusion fails already for one mode. The unitary matrix \(\operatorname{diag}(1,-1)\) has determinant \(-1\), yet it reflects electrons only as electrons. Its hole block \(-1\) is not the conjugate of its electron block \(1\).

## Unitarity: nothing leaks away

Unitarity says that every incoming particle comes back as an electron or a hole in the same lead. This describes a gapped superconductor with no other open lead and no absorption. In the theorems it is the hypothesis `h`, membership of `reflection a b` in `unitaryGroup (n ⊕ n) ℂ`.

Since \((\bar b)^\dagger=b^T\) and \((\bar a)^\dagger=a^T\), the adjoint is

\[
r^\dagger=\begin{pmatrix} a^\dagger & b^T\\ b^\dagger & a^T\end{pmatrix}.
\]

```lean
omit [Fintype n] [DecidableEq n] in
/-- The adjoint of the complex conjugate of a matrix is its transpose. -/
theorem conj_conjTranspose (m : Matrix n n ℂ) : (m.map (starRingEnd ℂ))ᴴ = mᵀ := by
  ext i j
  exact star_star (m j i)
```

The upper right and lower right blocks of \(rr^\dagger=1\), and the upper left block of \(r^\dagger r=1\), read

\[
ab^T+ba^T=0,\qquad \bar b\,b^T+\bar a\,a^T=1,\qquad a^\dagger a+b^T\bar b=1 .
\]

The third is conservation of probability for an incoming electron. In `unitarity_blocks`, `fromBlocks_multiply` multiplies out the blocks and `fromBlocks_inj` compares them one by one.

```lean
/-- Three block identities of a unitary reflection matrix with particle-hole symmetry. The last one
is conservation of probability for an incoming electron. -/
theorem unitarity_blocks {a b : Matrix n n ℂ} (h : reflection a b ∈ unitaryGroup (n ⊕ n) ℂ) :
    a * bᵀ + b * aᵀ = 0 ∧
    b.map (starRingEnd ℂ) * bᵀ + a.map (starRingEnd ℂ) * aᵀ = 1 ∧
    aᴴ * a + bᵀ * b.map (starRingEnd ℂ) = 1 := by
  have h1 := mem_unitaryGroup_iff.mp h
  have h2 := mem_unitaryGroup_iff'.mp h
  rw [star_eq_conjTranspose, reflection, fromBlocks_conjTranspose, conj_conjTranspose b,
    conj_conjTranspose a, fromBlocks_multiply, ← fromBlocks_one, fromBlocks_inj] at h1 h2
  exact ⟨h1.2.1, h1.2.2.2, h2.1⟩
```

Taking determinants in \(rr^\dagger=1\) gives \(\det r\,\overline{\det r}=1\). As the determinant is real, \((\det r)^2=1\), so \(\det r=\pm1\). The proof follows the same two stages: `hswap` is the exchange \(\bar r=\Sigma r\Sigma\), written as a relabelling of rows and columns, `hreal` is the reality of the determinant, and `hu` is the determinant of the unitarity condition.

```lean
/-- The determinant of a unitary reflection matrix with particle-hole symmetry is `1` or `-1`. -/
theorem det_eq_one_or_neg_one {a b : Matrix n n ℂ}
    (h : reflection a b ∈ unitaryGroup (n ⊕ n) ℂ) :
    (reflection a b).det = 1 ∨ (reflection a b).det = -1 := by
  -- exchanging electrons and holes conjugates the matrix, so the determinant is real
  have hswap : (reflection a b).map (starRingEnd ℂ) =
      (reflection a b).submatrix (Equiv.sumComm n n) (Equiv.sumComm n n) := by
    ext i j
    rcases i with i | i <;> rcases j with j | j <;> simp [reflection]
  have hreal : star (reflection a b).det = (reflection a b).det := by
    have h1 := RingHom.map_det (starRingEnd ℂ) (reflection a b)
    rw [RingHom.mapMatrix_apply, hswap, det_submatrix_equiv_self] at h1
    exact h1
  -- unitarity fixes its modulus
  have hu := congrArg Matrix.det (mem_unitaryGroup_iff.mp h)
  rw [star_eq_conjTranspose, det_mul, det_conjTranspose, hreal, det_one] at hu
  exact mul_self_eq_one_iff.mp hu
```

The first two block identities also give

\[
r\begin{pmatrix}1&b^T\\0&a^T\end{pmatrix}
=\begin{pmatrix}a&ab^T+ba^T\\ \bar b&\bar b\,b^T+\bar a\,a^T\end{pmatrix}
=\begin{pmatrix}a&0\\ \bar b&1\end{pmatrix}.
\]

The second factor on the left is block triangular with determinant \(\det a^T=\det a\), and the right-hand side has determinant \(\det a\). Therefore \(\det r\,\det a=\det a\). The matrix equation is `key` in the proof, and the determinant formulas for block triangular matrices finish it.

```lean
/-- For a unitary reflection matrix `r` with particle-hole symmetry, `det r · det a = det a`. -/
theorem det_mul_det_normal {a b : Matrix n n ℂ}
    (h : reflection a b ∈ unitaryGroup (n ⊕ n) ℂ) :
    (reflection a b).det * a.det = a.det := by
  obtain ⟨h1, h2, -⟩ := unitarity_blocks h
  have key : reflection a b * fromBlocks 1 bᵀ 0 aᵀ =
      fromBlocks a 0 (b.map (starRingEnd ℂ)) 1 := by
    rw [reflection, fromBlocks_multiply, h1, h2]
    simp only [mul_one, mul_zero, add_zero]
  have hd := congrArg Matrix.det key
  rw [det_mul, det_fromBlocks_zero₂₁, det_fromBlocks_zero₁₂, det_transpose, det_one,
    one_mul, mul_one] at hd
  exact hd
```

Suppose instead that some particles are lost. For one mode with \(a=\tfrac14\) and \(b=\tfrac12\), the singular values of \(r\) are \(\tfrac34\) and \(\tfrac14\), so every incoming state loses intensity. The determinant \(|a|^2-|b|^2=-\tfrac3{16}\) is still real and negative, but an electron returns as a hole with probability only \(\tfrac14\). A negative sign alone is therefore not enough when there is loss.

## The determinant equal to −1

For a superconducting wire, \(\det r=-1\) is the usual scattering signature of a topological phase with a Majorana mode at the wire's end. Here the value is an assumption, `hdet`; it is not derived from a Hamiltonian.

Inserted in \(\det r\,\det a=\det a\), it gives \(-\det a=\det a\), so \(\det a=0\). Hence there is a vector \(v\neq0\) with \(av=0\). Applying the third block identity to \(v\),

\[
v=a^\dagger a v+b^T\bar b\,v=b^T\bar b\,v .
\]

Multiplying by \(v^\dagger\) from the left gives \(\|\bar b v\|^2=\|v\|^2\). The reflected hole carries the fraction \(\|\bar bv\|^2/\|v\|^2=1\) of the incoming intensity.

The theorem states \(\det a=0\) and the existence of a nonzero \(v\) with both properties; it does not normalise \(v\). In the proof, `linear_combination` solves for \(\det a\), `exists_mulVec_eq_zero_iff` supplies the kernel vector, and `h2` is the third block identity applied to it.

```lean
/-- If a unitary reflection matrix with particle-hole symmetry has determinant `-1`, then
`det a = 0`, and some incoming electron mode `v` has no normal reflection and is an eigenvector
of `bᵀ b̄` with eigenvalue one: a perfect Andreev channel, for any number of modes. -/
theorem perfect_andreev_channel {a b : Matrix n n ℂ}
    (h : reflection a b ∈ unitaryGroup (n ⊕ n) ℂ) (hdet : (reflection a b).det = -1) :
    a.det = 0 ∧ ∃ v : n → ℂ, v ≠ 0 ∧ a *ᵥ v = 0 ∧
      (bᵀ * b.map (starRingEnd ℂ)) *ᵥ v = v := by
  have ha : a.det = 0 := by
    have h1 := det_mul_det_normal h
    rw [hdet] at h1
    linear_combination (-1 / 2 : ℂ) * h1
  obtain ⟨v, hv, hav⟩ := exists_mulVec_eq_zero_iff.mpr ha
  refine ⟨ha, v, hv, hav, ?_⟩
  -- what is not reflected as an electron comes back as a hole
  have h2 := congrArg (fun m => m *ᵥ v) (unitarity_blocks h).2.2
  simpa only [add_mulVec, ← mulVec_mulVec, hav, mulVec_zero, zero_add, one_mulVec] using h2
```

The channel also bounds the conductance. For any matrix \(m\) and vector \(x\), the triangle and Cauchy-Schwarz inequalities give, for each row \(i\),

\[
\Big|\sum_j m_{ij}x_j\Big|^2\le\Big(\sum_j|m_{ij}|^2\Big)\Big(\sum_j|x_j|^2\Big),
\]

and summing over \(i\) yields

\[
\|mx\|^2\le\Big(\sum_{i,j}|m_{ij}|^2\Big)\|x\|^2 .
\]

```lean
omit [DecidableEq n] in
/-- The intensity leaving a linear scatterer is at most the incoming intensity times the sum of the
squared moduli of the matrix entries. -/
theorem intensity_le (m : Matrix n n ℂ) (x : n → ℂ) :
    ∑ i, ‖(m *ᵥ x) i‖ ^ 2 ≤ (∑ i, ∑ j, ‖m i j‖ ^ 2) * ∑ j, ‖x j‖ ^ 2 := by
  rw [Finset.sum_mul]
  refine Finset.sum_le_sum fun i _ => ?_
  have h1 : ‖(m *ᵥ x) i‖ ≤ ∑ j, ‖m i j‖ * ‖x j‖ := by
    simp only [← norm_mul]
    exact norm_sum_le _ _
  exact (pow_le_pow_left₀ (norm_nonneg _) h1 2).trans
    (Finset.sum_mul_sq_le_sq_mul_sq _ _ _)
```

Use this once for \(\bar b\) acting on \(v\), and once for \(b^T\) acting on \(\bar bv\):

\[
\|\bar bv\|^2\le g\|v\|^2,\qquad
\|v\|^2=\|b^T\bar bv\|^2\le g\|\bar bv\|^2\le g^2\|v\|^2 .
\]

Since \(\|v\|^2>0\) and \(g\ge0\), it follows that \(g\ge1\): the conductance is at least \(2e^2/h\). In the proof, `hG` writes \(g\) as the sum of squared moduli, `h1` and `h2` are the two inequalities, and `h3` combines them. The last lines derive a contradiction from \(g<1\).

```lean
/-- A junction whose unitary, particle-hole symmetric reflection matrix has determinant `-1`
has an Andreev conductance of at least `2e²/h`. -/
theorem one_le_andreevConductance {a b : Matrix n n ℂ}
    (h : reflection a b ∈ unitaryGroup (n ⊕ n) ℂ) (hdet : (reflection a b).det = -1) :
    1 ≤ andreevConductance b := by
  obtain ⟨-, v, hv, -, hbv⟩ := perfect_andreev_channel h hdet
  have hG : andreevConductance b = ∑ i, ∑ j, ‖b i j‖ ^ 2 := by
    rw [Finset.sum_comm]
    simp [andreevConductance, trace, Matrix.mul_apply, Complex.mul_conj,
      Complex.normSq_eq_norm_sq, -Complex.ofReal_pow]
  -- the intensity bound for `b̄` acting on `v`, and for its adjoint `bᵀ` acting on `b̄ v`
  have h1 := intensity_le (b.map (starRingEnd ℂ)) v
  have h2 := intensity_le bᵀ (b.map (starRingEnd ℂ) *ᵥ v)
  rw [mulVec_mulVec, hbv] at h2
  simp only [map_apply, transpose_apply, RCLike.norm_conj] at h1 h2
  rw [Finset.sum_comm (f := fun i j => ‖b j i‖ ^ 2), ← hG] at h2
  rw [← hG] at h1
  have hG0 : 0 ≤ andreevConductance b := by rw [hG]; positivity
  have hpos : 0 < ∑ j, ‖v j‖ ^ 2 := by
    obtain ⟨j, hj⟩ := Function.ne_iff.mp hv
    have hj' : 0 < ‖v j‖ := norm_pos_iff.mpr hj
    exact Finset.sum_pos' (fun i _ => by positivity) ⟨j, Finset.mem_univ j, by positivity⟩
  have h3 := h2.trans (mul_le_mul_of_nonneg_left h1 hG0)
  by_contra hlt
  have hlt' : andreevConductance b < 1 := not_le.mp hlt
  have hsq : andreevConductance b * andreevConductance b < 1 := by nlinarith
  nlinarith [mul_pos (sub_pos.mpr hsq) hpos]
```

Without `hdet` there may be no Andreev reflection at all. The choice \(a=1\), \(b=0\) satisfies the other two conditions, has \(\det r=1\) and gives \(g=0\).

For a non-interacting scattering calculation with finitely many modes, this offers a consistency check at the Fermi level: a unitary \(r\) of this form with determinant \(-1\) must come with a singular \(a\) and a conductance of at least \(2e^2/h\).

## A single mode

For \(N=1\) the first block identity is \(2ab=0\), so one of the two numbers vanishes; no assumption on the determinant is needed. Unitarity also gives \(|a|^2+|b|^2=1\), while \(\det r=|a|^2-|b|^2\). The junction therefore has either \(|a|=1\), \(\det r=1\), \(g=0\), or \(|b|=1\), \(\det r=-1\), \(g=1\). Because spin is included in the mode label, a spin-degenerate channel counts as two modes and is not covered by this result; it can show partial Andreev reflection. The theorem states the alternative \(a=0\) or \(b=0\), with the mode labelled by `Fin 1`.

```lean
/-- With a single mode and a unitary, particle-hole symmetric reflection matrix, either normal
reflection or Andreev reflection is absent. -/
theorem single_mode {a b : Matrix (Fin 1) (Fin 1) ℂ}
    (h : reflection a b ∈ unitaryGroup (Fin 1 ⊕ Fin 1) ℂ) : a = 0 ∨ b = 0 := by
  have h1 := congrFun (congrFun (unitarity_blocks h).1 0) 0
  simp only [Matrix.add_apply, Matrix.mul_apply, transpose_apply, Fin.sum_univ_one,
    Matrix.zero_apply] at h1
  have h2 : a 0 0 * b 0 0 = 0 := by linear_combination (1 / 2 : ℂ) * h1
  rcases mul_eq_zero.mp h2 with h3 | h3
  · left
    ext i j
    rw [Subsingleton.elim i 0, Subsingleton.elim j 0, h3, Matrix.zero_apply]
  · right
    ext i j
    rw [Subsingleton.elim i 0, Subsingleton.elim j 0, h3, Matrix.zero_apply]
```

For \(N=0\) the determinant of the empty matrix is \(1\), so the hypothesis \(\det r=-1\) cannot be met.

## Decoupled modes and an even number of perfect channels

The hypotheses are satisfied by explicit junctions. Let the modes in \(s\) be perfectly Andreev reflected and the others normally reflected, so that \(b=P_s\) and \(a=1-P_s\). Both are real, symmetric projectors with \(ab=ba=0\) and \(a+b=1\), so \(rr^\dagger=1\). Adding the hole columns to the electron columns leaves the determinant unchanged:

\[
\det r=\det\begin{pmatrix}1&P_s\\1&1-P_s\end{pmatrix}=\det(1-2P_s)=(-1)^{|s|}.
\]

An odd number of modes in \(s\) therefore meets all the hypotheses of the main theorem. With two modes in \(s\) there are two perfect channels and \(\det r=1\). A perfect channel therefore does not imply determinant \(-1\).

In the proof, `hm` and `hsum` are the projector algebra, `key` is the column operation, and `hdiff` identifies \(1-2P_s\) as a diagonal matrix of signs.

```lean
/-- If the modes in `s` are perfectly Andreev reflected and all others normally reflected, the
reflection matrix is unitary and its determinant is `-1` to the number of modes in `s`. -/
theorem decoupled_modes_witness (s : Finset n) :
    reflection (modes sᶜ) (modes s) ∈ unitaryGroup (n ⊕ n) ℂ ∧
    (reflection (modes sᶜ) (modes s)).det = (-1) ^ s.card := by
  have hc : ∀ t : Finset n, (modes t).map (starRingEnd ℂ) = modes t := by
    intro t
    ext i j
    rcases eq_or_ne i j with rfl | hij
    · by_cases ht : i ∈ t <;> simp [modes, ht]
    · simp [modes, hij]
  have hH : ∀ t : Finset n, (modes t)ᴴ = modes t := by
    intro t
    rw [← hc t, conj_conjTranspose, hc t, modes, diagonal_transpose]
  have hm : ∀ t u : Finset n, modes t * modes u = modes (t ∩ u) := by
    intro t u
    ext i j
    rcases eq_or_ne i j with rfl | hij
    · by_cases ht : i ∈ t <;> by_cases hu : i ∈ u <;> simp [modes, ht, hu]
    · simp [modes, hij]
  have h0 : modes (∅ : Finset n) = 0 := by
    ext i j
    simp [modes, diagonal_apply]
  have hsum : modes sᶜ + modes s = 1 := by
    ext i j
    rcases eq_or_ne i j with rfl | hij
    · by_cases hs : i ∈ s <;> simp [modes, hs]
    · simp [modes, hij]
  have hsum' : modes s + modes sᶜ = 1 := by rw [add_comm, hsum]
  have hr : reflection (modes sᶜ) (modes s) =
      fromBlocks (modes sᶜ) (modes s) (modes s) (modes sᶜ) := by
    rw [reflection, hc, hc]
  have h1 : s ∩ sᶜ = ∅ := by ext i; simp
  have h2 : sᶜ ∩ s = ∅ := by ext i; simp
  constructor
  · rw [mem_unitaryGroup_iff, star_eq_conjTranspose, hr, fromBlocks_conjTranspose, hH, hH,
      fromBlocks_multiply]
    simp only [hm, h1, h2, h0, Finset.inter_self, add_zero, hsum, hsum', fromBlocks_one]
  · -- adding the hole columns to the electron columns leaves the determinant unchanged
    have key : fromBlocks (modes sᶜ) (modes s) (modes s) (modes sᶜ) *
        fromBlocks 1 0 1 1 = fromBlocks 1 (modes s) 1 (modes sᶜ) := by
      rw [fromBlocks_multiply]
      simp only [mul_one, mul_zero, zero_add, hsum, hsum']
    have hd := congrArg Matrix.det key
    rw [det_mul, det_fromBlocks_zero₁₂, det_one, mul_one, mul_one,
      det_fromBlocks_one₁₁, one_mul] at hd
    have hdiff : modes sᶜ - modes s = diagonal fun i => if i ∈ s then (-1 : ℂ) else 1 := by
      ext i j
      rcases eq_or_ne i j with rfl | hij
      · by_cases hs : i ∈ s <;> simp [modes, hs]
      · simp [modes, hij]
    rw [hr, hd, hdiff, det_diagonal, Finset.prod_ite_mem, Finset.univ_inter, Finset.prod_const]

end

end AndreevReflection
```

```lean
#print axioms AndreevReflection.det_eq_one_or_neg_one
#print axioms AndreevReflection.perfect_andreev_channel
#print axioms AndreevReflection.one_le_andreevConductance
#print axioms AndreevReflection.single_mode
```

```
'AndreevReflection.det_eq_one_or_neg_one' depends on axioms: [propext, Classical.choice, Quot.sound]
'AndreevReflection.perfect_andreev_channel' depends on axioms: [propext, Classical.choice, Quot.sound]
'AndreevReflection.one_le_andreevConductance' depends on axioms: [propext, Classical.choice, Quot.sound]
'AndreevReflection.single_mode' depends on axioms: [propext, Classical.choice, Quot.sound]
```
